# Linearised SCF mixing does not damp the rotation mode of a rotation-equivariant map

Take a moment $x$ in the plane and the self-consistency map $\Phi(x) = (2 - x\cdot x)\,x$. The unit moment $m = (1,0)$ satisfies $\Phi(m) = m$, and

$$D\Phi(m)v = v - 2(m\cdot v)\,m, \qquad 1 - D\Phi(m) = \begin{pmatrix} 2 & 0\\ 0 & 0\end{pmatrix}.$$

To first order, a linear mixing step with parameter $\alpha$ multiplies a small error along $m$ by $1-2\alpha$ and a small error along $(0,1)$ by $1$. The second kind of error turns the moment without changing its length, again to first order. Since every turned moment is also a solution, the residual gives no first-order signal to correct.

The rotation direction is left undamped in the same way for any map $\Phi$ on $\mathbb R^n$ that commutes with the rotations and is differentiable at a fixed point $m$.

```lean
import Mathlib

open Matrix
open scoped Matrix.Norms.Operator

namespace SpinRotationMixing

noncomputable section

variable {n : Type*} [Fintype n]
```

## Symmetry, mixing and error propagation

Let $A$ be a real $n\times n$ matrix that generates the rotations $e^{tA}$. Equivariance means $\Phi(e^{tA}x) = e^{tA}\Phi(x)$ for all real $t$ and all $x$. Physically, it says that nothing in the model distinguishes spin directions related by a turn about the axis of $A$. In a model with neither an external magnetic field nor spin-orbit coupling this normally holds for every axis; adding a uniform field that acts on the spins keeps it only for the axis along the field. It is assumed of $\Phi$, not derived from a Hamiltonian. The general results allow any real $A$; a true rotation has $A^T=-A$.

In Lean, vectors are functions `n → ℝ` on a finite index type, and `*ᵥ` is matrix times column vector.

```lean
/-- The self-consistency map `Φ` commutes with `exp(tA)` for every real `t`. These matrices are
rotations when `A` is antisymmetric. -/
def RotationEquivariant [DecidableEq n] (A : Matrix n n ℝ) (Φ : (n → ℝ) → (n → ℝ)) : Prop :=
  ∀ (t : ℝ) (x : n → ℝ),
    Φ (NormedSpace.exp (t • A) *ᵥ x) = NormedSpace.exp (t • A) *ᵥ Φ x
```

Linear mixing adds a fraction $\alpha$ of the residual to the input.

```lean
/-- Linear mixing: the input plus a fraction `α` of the residual `Φ x - x`. -/
def linearMix (α : ℝ) (Φ : (n → ℝ) → (n → ℝ)) (x : n → ℝ) : n → ℝ :=
  x + α • (Φ x - x)
```

The propagator is $E_\alpha = 1 - \alpha(1 - D\Phi(m))$, where `fderiv ℝ Φ m` is $D\Phi(m)$ and `1` is the identity map.

```lean
/-- The linearised mixing step `1 - α (1 - DΦ(m))` acting on small errors around `m`. -/
def errorPropagator (α : ℝ) (Φ : (n → ℝ) → (n → ℝ)) (m : n → ℝ) :
    (n → ℝ) →L[ℝ] (n → ℝ) :=
  1 - α • (1 - fderiv ℝ Φ m)
```

## (a) The derivative of a mixing step

**Task.** Show that $E_\alpha$ is the derivative at $m$ of $x \mapsto x + \alpha(\Phi(x) - x)$.

**Solution.** Differentiating term by term gives $1 + \alpha(D\Phi(m) - 1) = E_\alpha$. Lean combines the sum and scalar rules in `h1`, and `module` rearranges the result.

```lean
/-- If `Φ` is differentiable at `m`, the error propagator is the derivative of the linear mixing map
at `m`. -/
theorem hasFDerivAt_linearMix (α : ℝ) {Φ : (n → ℝ) → (n → ℝ)} {m : n → ℝ}
    (hΦ : DifferentiableAt ℝ Φ m) :
    HasFDerivAt (linearMix α Φ) (errorPropagator α Φ m) m := by
  have h1 : HasFDerivAt (linearMix α Φ)
      (ContinuousLinearMap.id ℝ (n → ℝ)
        + α • (fderiv ℝ Φ m - ContinuousLinearMap.id ℝ (n → ℝ))) m :=
    (hasFDerivAt_id m).add ((hΦ.hasFDerivAt.sub (hasFDerivAt_id m)).const_smul α)
  refine h1.congr_fderiv (ContinuousLinearMap.ext fun v => ?_)
  change v + α • (fderiv ℝ Φ m v - v) = v - α • (v - fderiv ℝ Φ m v)
  module
```

## (b) The velocity of a rotating moment

**Task.** Differentiate $t\mapsto e^{tA}m$ at $t=0$.

**Solution.** The derivative is $e^{0}A\,m = Am$. The proof treats $M\mapsto Mm$ as a linear map `L` and applies the chain rule to the known derivative of the matrix exponential.

```lean
section Symmetry

variable [DecidableEq n]

/-- The curve `exp(tA) m` has velocity `A m` at `t = 0`. -/
theorem hasDerivAt_rotation (A : Matrix n n ℝ) (m : n → ℝ) :
    HasDerivAt (fun t : ℝ => NormedSpace.exp (t • A) *ᵥ m) (A *ᵥ m) 0 := by
  -- applying a matrix to the fixed vector `m` is a continuous linear operation
  let L : Matrix n n ℝ →ₗ[ℝ] (n → ℝ) :=
    { toFun := fun M => M *ᵥ m
      map_add' := fun M N => Matrix.add_mulVec M N m
      map_smul' := by
        intro c M
        ext i
        simp [Matrix.mulVec, dotProduct, Finset.mul_sum, mul_assoc] }
  have h := (LinearMap.toContinuousLinearMap L).hasFDerivAt.comp_hasDerivAt (0 : ℝ)
    (hasDerivAt_exp_smul_const A (0 : ℝ))
  refine HasDerivAt.congr_deriv h ?_
  change (NormedSpace.exp ((0 : ℝ) • A) * A) *ᵥ m = A *ᵥ m
  simp
```

## (c) Rotated solutions stay where they are

**Task.** Let $\Phi(m)=m$. Show that mixing leaves every $e^{tA}m$ fixed.

**Solution.** Equivariance gives $\Phi(e^{tA}m)=e^{tA}\Phi(m)=e^{tA}m$, so the residual vanishes. This holds for the full nonlinear step and needs no differentiability. The rewrites follow the same order.

```lean
/-- If `Φ` commutes with every `exp(tA)` and `Φ m = m`, then linear mixing leaves every `exp(tA) m`
fixed. -/
theorem linearMix_rotated_solution {A : Matrix n n ℝ} {Φ : (n → ℝ) → (n → ℝ)} {m : n → ℝ}
    (hE : RotationEquivariant A Φ) (hm : Φ m = m) (α t : ℝ) :
    linearMix α Φ (NormedSpace.exp (t • A) *ᵥ m) = NormedSpace.exp (t • A) *ᵥ m := by
  rw [linearMix, hE t m, hm, sub_self, smul_zero, add_zero]
```

## (d) The kernel of the residual Jacobian

**Task.** Show that $(1-D\Phi(m))Am=0$.

**Solution.** Put $c(t)=e^{tA}m$. By (c), $\Phi(c(t))=c(t)$ for all $t$. At $t=0$ the chain rule gives $D\Phi(m)Am$ for the left side, and (b) gives $Am$ for the right. Hence $D\Phi(m)Am=Am$.

In the proof, `h1` is the chain rule, `e` says that the curve consists of fixed points, and `hc.unique` equates the two derivatives.

```lean
/-- If `Φ` commutes with every `exp(tA)` and is differentiable at a fixed point `m`, then `1 -
DΦ(m)` annihilates the rotation mode `A m`. -/
theorem rotation_mode_kernel {A : Matrix n n ℝ} {Φ : (n → ℝ) → (n → ℝ)} {m : n → ℝ}
    (hE : RotationEquivariant A Φ) (hm : Φ m = m) (hΦ : DifferentiableAt ℝ Φ m) :
    (1 - fderiv ℝ Φ m) (A *ᵥ m) = 0 := by
  have hc := hasDerivAt_rotation A m
  have h1 := hΦ.hasFDerivAt.comp_hasDerivAt_of_eq (0 : ℝ) hc (by simp)
  -- the rotated solutions are all fixed by `Φ`
  have e : Φ ∘ (fun t : ℝ => NormedSpace.exp (t • A) *ᵥ m)
      = fun t : ℝ => NormedSpace.exp (t • A) *ᵥ m := by
    funext t
    change Φ (NormedSpace.exp (t • A) *ᵥ m) = _
    rw [hE t m, hm]
  rw [e] at h1
  change A *ᵥ m - fderiv ℝ Φ m (A *ᵥ m) = 0
  exact sub_eq_zero.mpr (hc.unique h1)
```

## (e) Any number of mixing steps

**Task.** Show that $E_\alpha^k Am=Am$ for every real $\alpha$ and every $k\ge 0$.

**Solution.** By (d), $E_\alpha Am=Am-\alpha\cdot 0=Am$. The case $k=0$ is the identity, and $E_\alpha^{k+1}Am=E_\alpha^k(E_\alpha Am)=E_\alpha^kAm=Am$ completes the induction, as in Lean.

For a finite, differentiable noncollinear-spin self-consistent-field (SCF) model with this symmetry, linear mixing therefore neither reduces nor amplifies, to first order, a small error that turns all spins together about the symmetry axis. If $Am=0$, the rotation does not move the solution and the statement is trivial.

```lean
/-- If `Φ` commutes with every `exp(tA)` and is differentiable at a fixed point `m`, then for every
mixing parameter `α` and every number `k` of linearised mixing steps the rotation mode `A m` is
returned unchanged. -/
theorem rotation_mode_undamped {A : Matrix n n ℝ} {Φ : (n → ℝ) → (n → ℝ)} {m : n → ℝ}
    (hE : RotationEquivariant A Φ) (hm : Φ m = m) (hΦ : DifferentiableAt ℝ Φ m)
    (α : ℝ) (k : ℕ) :
    (errorPropagator α Φ m ^ k) (A *ᵥ m) = A *ᵥ m := by
  have h1 : errorPropagator α Φ m (A *ᵥ m) = A *ᵥ m := by
    change A *ᵥ m - α • ((1 - fderiv ℝ Φ m) (A *ᵥ m)) = A *ᵥ m
    rw [rotation_mode_kernel hE hm hΦ, smul_zero, sub_zero]
  induction k with
  | zero => rw [pow_zero]; rfl
  | succ k ih =>
    rw [pow_succ]
    change (errorPropagator α Φ m ^ k) (errorPropagator α Φ m (A *ᵥ m)) = A *ᵥ m
    rw [h1, ih]
```

## (f) A linear preconditioner

**Task.** Replace $\alpha$ by a linear map $P$ acting on the residual, and find the effect on $Am$.

**Solution.** $(1-P(1-D\Phi(m)))Am=Am-P\,0=Am$. The preconditioner receives zero and, being linear, returns zero.

```lean
/-- If `Φ` commutes with every `exp(tA)` and is differentiable at a fixed point `m`, then the
linearised step with any linear preconditioner `P` in place of `α` leaves `A m` unchanged. -/
theorem rotation_mode_preconditioned {A : Matrix n n ℝ} {Φ : (n → ℝ) → (n → ℝ)} {m : n → ℝ}
    (hE : RotationEquivariant A Φ) (hm : Φ m = m) (hΦ : DifferentiableAt ℝ Φ m)
    (P : (n → ℝ) →L[ℝ] (n → ℝ)) :
    (1 - P * (1 - fderiv ℝ Φ m)) (A *ᵥ m) = A *ᵥ m := by
  change A *ᵥ m - P ((1 - fderiv ℝ Φ m) (A *ᵥ m)) = A *ᵥ m
  rw [rotation_mode_kernel hE hm hΦ, map_zero, sub_zero]
```

## (g) A singular Newton Jacobian

**Task.** Suppose $Am\ne0$. Show that $1-D\Phi(m)$ is not injective.

**Solution.** It sends both $Am$ and $0$ to $0$. Injectivity would force $Am=0$, which is the contradiction used in the proof. The linear equation for a Newton step at $m$ thus has no unique solution.

```lean
/-- If `Φ` commutes with every `exp(tA)` and is differentiable at a fixed point `m`, and `A m` is
nonzero, then the Jacobian `1 - DΦ(m)` of the self-consistency equation is not injective. -/
theorem newton_jacobian_singular {A : Matrix n n ℝ} {Φ : (n → ℝ) → (n → ℝ)} {m : n → ℝ}
    (hE : RotationEquivariant A Φ) (hm : Φ m = m) (hΦ : DifferentiableAt ℝ Φ m)
    (hA : A *ᵥ m ≠ 0) :
    ¬ Function.Injective (1 - fderiv ℝ Φ m : (n → ℝ) →L[ℝ] (n → ℝ)) := by
  intro hinj
  exact hA (hinj ((rotation_mode_kernel hE hm hΦ).trans (map_zero _).symm))

end Symmetry
```

## The soft-spin map in any finite dimension

The opening example keeps its formula on $\mathbb R^n$. It is a model map, not one obtained from an electronic-structure calculation.

```lean
/-- A soft-spin model: the moment `x` is rescaled by the factor `2 - x·x`. -/
def softSpin (x : n → ℝ) : n → ℝ := (2 - x ⬝ᵥ x) • x
```

## (h) Smoothness of the soft-spin map

**Task.** Show that the map is differentiable everywhere.

**Solution.** Each component, $(2-\sum_i x_i^2)x_j$, is a polynomial. Lean writes out the sum and `fun_prop` assembles the differentiability.

```lean
/-- The soft-spin map is differentiable everywhere. -/
theorem softSpin_differentiable (m : n → ℝ) : DifferentiableAt ℝ softSpin m := by
  have e : (softSpin : (n → ℝ) → (n → ℝ)) = fun x => (2 - ∑ i, x i * x i) • x := rfl
  rw [e]
  fun_prop
```

## (i) Equivariance of the soft-spin map

**Task.** Let $A^T=-A$. Show that the map commutes with $R=e^{tA}$.

**Solution.** Since $R^T=e^{-tA}$, we have $R^TR=1$ and $(Rx)\cdot(Rx)=x\cdot x$. Therefore $\Phi(Rx)=(2-x\cdot x)Rx=R\Phi(x)$. The steps `hR` and `hdot` are these two identities.

```lean
/-- The soft-spin map is equivariant under the rotations of every antisymmetric generator. -/
theorem softSpin_equivariant [DecidableEq n] {A : Matrix n n ℝ} (hA : Aᵀ = -A) :
    RotationEquivariant A softSpin := by
  intro t x
  have hcomm : Commute (t • (-A)) (t • A) :=
    (((Commute.refl A).neg_left).smul_left t).smul_right t
  -- the exponential of an antisymmetric matrix is orthogonal
  have hR : (NormedSpace.exp (t • A))ᵀ * NormedSpace.exp (t • A) = 1 := by
    rw [← Matrix.exp_transpose, Matrix.transpose_smul, hA,
      ← Matrix.exp_add_of_commute _ _ hcomm, smul_neg, neg_add_cancel]
    simp
  have hdot : (NormedSpace.exp (t • A) *ᵥ x) ⬝ᵥ (NormedSpace.exp (t • A) *ᵥ x) = x ⬝ᵥ x := by
    rw [Matrix.dotProduct_mulVec, ← Matrix.mulVec_transpose, Matrix.mulVec_mulVec, hR,
      Matrix.one_mulVec]
  rw [softSpin, softSpin, hdot, Matrix.mulVec_smul]
```

## (j) The amplitude mode

**Task.** For $m\cdot m=1$, find $E_\alpha m$.

**Solution.** Along the ray through $m$, $\Phi(sm)=(2s-s^3)m$. Its derivative at $s=1$ is $-m$, so $D\Phi(m)m=-m$ and

$$E_\alpha m=m-\alpha(m+m)=(1-2\alpha)m.$$

This error shrinks for $0<\alpha<1$, in contrast to the rotation mode. Lean obtains `hD` by differentiating $\Phi$ along the ray in two ways, by the chain rule and as a cubic polynomial in $s$.

```lean
/-- In the soft-spin model a linearised mixing step multiplies the amplitude mode, a change of
length of a unit moment `m`, by `1 - 2α`. -/
theorem softSpin_amplitude_mode {m : n → ℝ} (hm : m ⬝ᵥ m = 1) (α : ℝ) :
    errorPropagator α softSpin m m = (1 - 2 * α) • m := by
  have hc : HasDerivAt (fun s : ℝ => s • m) m 1 :=
    ((hasDerivAt_id (1 : ℝ)).smul_const m).congr_deriv (one_smul ℝ m)
  have h1 := (softSpin_differentiable m).hasFDerivAt.comp_hasDerivAt_of_eq (1 : ℝ) hc
    (one_smul ℝ m).symm
  -- along the ray through `m` the map is a cubic polynomial
  have e : softSpin ∘ (fun s : ℝ => s • m) = fun s : ℝ => (2 * s - s ^ 3) • m := by
    funext s
    simp only [Function.comp, softSpin, smul_dotProduct, dotProduct_smul, hm, smul_eq_mul,
      smul_smul]
    congr 1
    ring
  have hp : HasDerivAt (fun s : ℝ => 2 * s - s ^ 3) (-1) 1 :=
    (((hasDerivAt_id (1 : ℝ)).const_mul 2).fun_sub (hasDerivAt_pow 3 (1 : ℝ))).congr_deriv
      (by norm_num)
  rw [e] at h1
  have hD : fderiv ℝ softSpin m m = (-1 : ℝ) • m := h1.unique (hp.smul_const m)
  change m - α • (m - fderiv ℝ softSpin m m) = (1 - 2 * α) • m
  rw [hD]
  module
```

## (k) A moment along x, rotated about z

The generator for rotations about $z$ in $\mathbb R^3$ is as follows.

```lean
/-- The generator of spin rotations about the z axis. -/
def spinZ : Matrix (Fin 3) (Fin 3) ℝ := !![0, -1, 0; 1, 0, 0; 0, 0, 0]
```

**Task.** Check the hypotheses of (d) for the soft-spin map at $m=(1,0,0)$, and compute $Am$.

**Solution.** The generator is antisymmetric, so (i) gives equivariance; (h) gives differentiability; and $\Phi(m)=(2-1)m=m$. The first column of the generator is $Am=(0,1,0)$, which is nonzero, so (g) applies as well. Lean checks the matrix and vector identities entry by entry.

```lean
/-- The soft-spin map with a unit moment along x and rotations about z meets the hypotheses of
`rotation_mode_kernel`, and its rotation mode is the unit vector along y. -/
theorem rotation_mode_witness :
    RotationEquivariant spinZ softSpin ∧ softSpin ![(1 : ℝ), 0, 0] = ![1, 0, 0] ∧
      DifferentiableAt ℝ softSpin ![(1 : ℝ), 0, 0] ∧
      spinZ *ᵥ ![1, 0, 0] = ![0, 1, 0] := by
  refine ⟨softSpin_equivariant ?_, ?_, softSpin_differentiable _, ?_⟩
  · ext i j
    fin_cases i <;> fin_cases j <;> simp [spinZ]
  · ext i
    fin_cases i <;> norm_num [softSpin, dotProduct, Fin.sum_univ_succ]
  · ext i
    fin_cases i <;> simp [spinZ, Matrix.mulVec, dotProduct, Fin.sum_univ_succ]

end

end SpinRotationMixing
```

```lean
#print axioms SpinRotationMixing.rotation_mode_undamped
#print axioms SpinRotationMixing.rotation_mode_preconditioned
#print axioms SpinRotationMixing.newton_jacobian_singular
#print axioms SpinRotationMixing.softSpin_amplitude_mode
```

```
'SpinRotationMixing.rotation_mode_undamped' depends on axioms: [propext, Classical.choice, Quot.sound]
'SpinRotationMixing.rotation_mode_preconditioned' depends on axioms: [propext, Classical.choice, Quot.sound]
'SpinRotationMixing.newton_jacobian_singular' depends on axioms: [propext, Classical.choice, Quot.sound]
'SpinRotationMixing.softSpin_amplitude_mode' depends on axioms: [propext, Classical.choice, Quot.sound]
```
